# The state-averaged energy is invariant under unitary mixing for every Hamiltonian exactly when the weights are equal

Let $A$ be the Hermitian matrix of the Hamiltonian in an orthonormal basis of finitely many averaged states, and let $w_i$ be real weights. The averaged energy is

$$E_w(A)=\sum_i w_i A_{ii}.$$

A unitary matrix $U$ mixes these states among themselves and turns $A$ into $U^\dagger A U$. The equality $E_w(U^\dagger A U)=E_w(A)$ holds for all Hermitian $A$ and all unitary $U$ if and only if all $w_i$ are equal. For one fixed Hermitian $A$ there is a sharper statement: $E_w$ is unchanged by all unitaries exactly when the weights are equal or $A$ is a real multiple of the identity.

In state-averaged multiconfigurational calculations, this means that an equally weighted energy depends on the space spanned by the averaged states and not on the orthonormal basis chosen in it, as long as that space is finite-dimensional and held fixed. If unequal weights are attached to the eigenstates in order of energy, the average is still well defined, because it then depends only on the ordered eigenvalues, even if some of them are degenerate.

## Equal weights give a trace

If $w_i=c$ for all $i$, then $E_w(A)=c\,\mathrm{tr}A$. By cyclicity of the trace and $UU^\dagger=1$,

$$\mathrm{tr}(U^\dagger A U)=\mathrm{tr}(UU^\dagger A)=\mathrm{tr}A,$$

so the average does not change. For $A=a\,1$ with a real number $a$ it does not change either, whatever the weights, since $U^\dagger(a\,1)U=a\,1$.

## Exchanging states detects unequal weights

A permutation $\sigma$ of the states is carried out by the matrix $(P_\sigma)_{ij}=\delta_{i,\sigma(j)}$, for which

$$(P_\sigma^\dagger A P_\sigma)_{ij}=A_{\sigma(i)\sigma(j)}.$$

Setting $A=1$ shows that $P_\sigma$ is unitary. If $\sigma$ exchanges two different states $i$ and $j$, only two terms of the average change, and the difference between new and old is

$$w_iA_{jj}+w_jA_{ii}-w_iA_{ii}-w_jA_{jj}=(w_i-w_j)(A_{jj}-A_{ii}).$$

Now fix a Hermitian $A$ whose average is invariant, and suppose $w_i\neq w_j$. Choose a unitary $V$ with $V^\dagger AV=D$, where $D$ is diagonal with real entries $d_k$. Each $VP_\sigma$ is unitary, so every ordering of the eigenvalues gives the same average $E_w(A)$.

Take any $k\neq i$ and exchange positions $j$ and $k$ in $D$. The entry at $i$ is still $d_i$, and the entry at $j$ is now $d_k$. Exchanging $i$ and $j$ next gives another ordering with the same average, so

$$0=(w_i-w_j)(d_k-d_i),$$

and hence $d_k=d_i$. All eigenvalues coincide, $D=d_i\,1$, and $A=VDV^\dagger=d_i\,1$.

For the statement about all Hermitian matrices, take two different states $i$ and $j$ and let $A$ be the projector on state $i$. Its diagonal entries at $i$ and $j$ are 1 and 0, so it is not a multiple of the identity. Invariance for this matrix therefore forces all weights to be equal.

## A rotation of two states in numbers

Label two states 0 and 1, and rotate them with cosine $c$ and sine $s$, where $c^2+s^2=1$:

$$R=\begin{pmatrix}c&-s\\ s&c\end{pmatrix}.$$

The new diagonal entries are

$$\begin{aligned}
(R^\dagger AR)_{00}&=c^2A_{00}+s^2A_{11}+cs(A_{01}+A_{10}),\\
(R^\dagger AR)_{11}&=s^2A_{00}+c^2A_{11}-cs(A_{01}+A_{10}).
\end{aligned}$$

Weighting them, subtracting $E_w(A)$ and using $c^2-1=-s^2$ gives the change

$$(w_0-w_1)\left[s^2(A_{11}-A_{00})+cs(A_{01}+A_{10})\right].$$

In some unit of energy, let $A_{00}=0$, $A_{11}=2$ and $A_{01}=A_{10}=1$, with $c=4/5$ and $s=3/5$. The diagonal changes from $(0,\,2)$ to $(1.68,\,0.32)$. With weights $3/4$ and $1/4$ the average rises from $0.50$ to $1.34$. The formula gives the same change, $\tfrac12(0.72+0.96)=0.84$. With weights $1/2$ and $1/2$ the average is $1$ before and after.

## The average and the mixing matrices in Lean

The states are indexed by an arbitrary finite type `n`.

```lean
import Mathlib

open Matrix

namespace StateAveraging

noncomputable section

variable {n : Type*} [Fintype n] [DecidableEq n]
```

The weights are a function `w : n → ℝ`. They need be neither positive nor normalised; an average in the usual sense has weights that sum to one. The value of `averagedEnergy` is a complex number, because the definition accepts any complex matrix. For Hermitian `A` the diagonal is real, and so is the value.

```lean
/-- The state-averaged energy: the weighted sum of the diagonal elements of the
Hamiltonian matrix `A` in the basis of the averaged states. -/
def averagedEnergy (w : n → ℝ) (A : Matrix n n ℂ) : ℂ :=
  ∑ i, (w i : ℂ) * A i i
```

The next two definitions are $P_\sigma$ and $R$. Column $j$ of a mixing matrix holds the coefficients of the new state $j$ in the old basis, which is why the Hamiltonian transforms as `Uᴴ * A * U`.

```lean
/-- The matrix that relabels the states by the permutation `σ`. -/
def relabel (σ : Equiv.Perm n) : Matrix n n ℂ :=
  (1 : Matrix n n ℂ).submatrix id σ

/-- The real rotation of two states with cosine `c` and sine `s`, for `c² + s² = 1`. -/
def rotation (c s : ℝ) : Matrix (Fin 2) (Fin 2) ℂ :=
  !![(c : ℂ), -(s : ℂ); (s : ℂ), (c : ℂ)]
```

## Relabelling as a unitary operation

The first lemma is the formula for $P_\sigma^\dagger AP_\sigma$, checked entry by entry. The second applies it to the identity matrix to obtain unitarity.

```lean
/-- Transforming a Hamiltonian with a relabelling matrix permutes its rows and columns. -/
theorem relabel_conj (σ : Equiv.Perm n) (A : Matrix n n ℂ) :
    (relabel σ)ᴴ * A * relabel σ = A.submatrix σ σ := by
  have h : (relabel σ)ᴴ = (1 : Matrix n n ℂ).submatrix σ id := by
    rw [relabel, conjTranspose_submatrix, conjTranspose_one]
  rw [h]
  ext i j
  simp [relabel, Matrix.mul_apply, Matrix.one_apply]

/-- Relabelling the states is a unitary transformation. -/
theorem relabel_mem_unitaryGroup (σ : Equiv.Perm n) :
    relabel σ ∈ unitaryGroup n ℂ := by
  rw [mem_unitaryGroup_iff', star_eq_conjTranspose]
  have h := relabel_conj σ (1 : Matrix n n ℂ)
  rwa [mul_one, submatrix_one_equiv] at h
```

The exchange formula holds for any complex matrix. When `i = j`, both sides vanish. Otherwise `Fintype.sum_eq_add` reduces the sum of differences to the terms at `i` and `j`, and `ring` does the algebra.

```lean
/-- Exchanging the states `i` and `j` changes the averaged energy by the difference of
their weights times the difference of their energies. -/
theorem averagedEnergy_swap (w : n → ℝ) (A : Matrix n n ℂ) (i j : n) :
    averagedEnergy w (A.submatrix (Equiv.swap i j) (Equiv.swap i j)) - averagedEnergy w A
      = ((w i : ℂ) - w j) * (A j j - A i i) := by
  by_cases hij : i = j
  · subst hij
    simp
  · unfold averagedEnergy
    rw [← Finset.sum_sub_distrib, Fintype.sum_eq_add i j hij]
    · simp only [submatrix_apply, Equiv.swap_apply_left, Equiv.swap_apply_right]
      ring
    · rintro k ⟨hi, hj⟩
      simp only [submatrix_apply, Equiv.swap_apply_of_ne_of_ne hi hj, sub_self]
```

## Invariance for equal weights

The hypothesis `hw` says that any two weights agree. The proof first replaces `w` by a constant function, then writes the average as that constant times the trace (`ht`), and finishes with cyclicity and $UU^\dagger=1$. Hermiticity is not needed here.

```lean
/-- If all weights are equal, the averaged energy is unchanged by every unitary
transformation of the averaged states. -/
theorem averagedEnergy_invariant_of_equal (w : n → ℝ) (hw : ∀ i j, w i = w j)
    (A U : Matrix n n ℂ) (hU : U ∈ unitaryGroup n ℂ) :
    averagedEnergy w (Uᴴ * A * U) = averagedEnergy w A := by
  obtain ⟨c, rfl⟩ : ∃ c : ℝ, w = fun _ => c := by
    rcases isEmpty_or_nonempty n with h | h
    · exact ⟨0, funext fun i => isEmptyElim i⟩
    · exact ⟨w (Classical.arbitrary n), funext fun i => hw i _⟩
  -- the average is now a multiple of the trace
  have ht : ∀ B : Matrix n n ℂ, averagedEnergy (fun _ => c) B = (c : ℂ) * B.trace := by
    intro B
    simp only [averagedEnergy, Matrix.trace, Matrix.diag_apply, Finset.mul_sum]
  have hU' : U * Uᴴ = 1 := mem_unitaryGroup_iff.1 hU
  rw [ht, ht, trace_mul_cycle, hU', one_mul]
```

## One fixed Hamiltonian

Mathlib's spectral theorem supplies $A=VDV^\dagger$ with real eigenvalues. The auxiliary statement `gen` turns this into $V^\dagger AV=D$, the form used above.

```lean
/-- A Hermitian Hamiltonian is brought to real diagonal form by a unitary matrix. -/
theorem exists_diagonal_form {A : Matrix n n ℂ} (hA : A.IsHermitian) :
    ∃ V ∈ unitaryGroup n ℂ, ∃ d : n → ℝ, Vᴴ * A * V = diagonal fun i => (d i : ℂ) := by
  have gen : ∀ V D : Matrix n n ℂ, Vᴴ * V = 1 → A = V * D * Vᴴ → Vᴴ * A * V = D := by
    intro V D hV h
    calc Vᴴ * A * V = Vᴴ * (V * D * Vᴴ) * V := by rw [← h]
      _ = (Vᴴ * V) * D * (Vᴴ * V) := by simp only [Matrix.mul_assoc]
      _ = D := by rw [hV, one_mul, mul_one]
  have hs := hA.spectral_theorem
  rw [Unitary.conjStarAlgAut_apply] at hs
  exact ⟨hA.eigenvectorUnitary, hA.eigenvectorUnitary.2, hA.eigenvalues,
    gen _ _ (mem_unitaryGroup_iff'.1 hA.eigenvectorUnitary.2) hs⟩
```

In the sharper theorem, `A` is fixed before the quantifier over `U`. The left side of the equivalence says that the averaged energy of this one matrix is unchanged by all unitaries. The right side offers two alternatives, equal weights or a real scalar matrix.

For the forward direction, `key` states that every ordering of the eigenvalues gives the average of `A`. The step `hd` makes the two successive exchanges and concludes that `d k = d i` for every `k`. The closing `calc` transforms the scalar matrix back to the original basis. The converse treats the two alternatives separately.

```lean
/-- For one given Hermitian Hamiltonian, the averaged energy is unchanged by all unitary
transformations exactly when the weights are all equal or the Hamiltonian is a real
multiple of the identity. -/
theorem invariant_iff_equal_or_scalar (w : n → ℝ) {A : Matrix n n ℂ} (hA : A.IsHermitian) :
    (∀ U ∈ unitaryGroup n ℂ, averagedEnergy w (Uᴴ * A * U) = averagedEnergy w A) ↔
      (∀ i j, w i = w j) ∨ ∃ c : ℝ, A = (c : ℂ) • (1 : Matrix n n ℂ) := by
  constructor
  · intro h
    by_cases hw : ∀ i j, w i = w j
    · exact Or.inl hw
    right
    push Not at hw
    obtain ⟨i, j, hij⟩ := hw
    have hne : i ≠ j := fun e => hij (by rw [e])
    obtain ⟨V, hV, d, hD⟩ := exists_diagonal_form hA
    -- every ordering of the eigenstates gives the same average
    have key : ∀ σ : Equiv.Perm n, averagedEnergy w
        ((diagonal fun i => (d i : ℂ)).submatrix σ σ) = averagedEnergy w A := by
      intro σ
      have e : (V * relabel σ)ᴴ * A * (V * relabel σ)
          = (diagonal fun i => (d i : ℂ)).submatrix σ σ := by
        rw [← relabel_conj, ← hD, conjTranspose_mul]
        simp only [Matrix.mul_assoc]
      rw [← e]
      exact h _ (mul_mem hV (relabel_mem_unitaryGroup σ))
    -- put eigenvalue `k` at position `j`, then exchange `i` and `j`
    have hd : ∀ k, d k = d i := by
      intro k
      by_cases hk : k = i
      · rw [hk]
      have h1 := averagedEnergy_swap w ((diagonal fun i => (d i : ℂ)).submatrix
        (Equiv.swap j k) (Equiv.swap j k)) i j
      have h2 := key (Equiv.swap i j |>.trans (Equiv.swap j k))
      rw [submatrix_submatrix, ← Equiv.coe_trans, h2, key, sub_self] at h1
      simp only [submatrix_apply, diagonal_apply_eq, Equiv.swap_apply_left,
        Equiv.swap_apply_of_ne_of_ne hne (Ne.symm hk)] at h1
      have h3 : (w i - w j) * (d k - d i) = 0 := by exact_mod_cast h1.symm
      rcases mul_eq_zero.1 h3 with h4 | h4
      · exact absurd (sub_eq_zero.1 h4) hij
      · exact sub_eq_zero.1 h4
    have hV' : V * Vᴴ = 1 := mem_unitaryGroup_iff.1 hV
    have hc : Vᴴ * A * V = (d i : ℂ) • (1 : Matrix n n ℂ) := by
      rw [hD, smul_one_eq_diagonal]
      simp only [hd]
    refine ⟨d i, ?_⟩
    calc A = (V * Vᴴ) * A * (V * Vᴴ) := by rw [hV', one_mul, mul_one]
      _ = V * (Vᴴ * A * V) * Vᴴ := by simp only [Matrix.mul_assoc]
      _ = (d i : ℂ) • (1 : Matrix n n ℂ) := by
        rw [hc, Matrix.mul_smul, Matrix.smul_mul, mul_one, hV']
  · rintro (hw | ⟨c, rfl⟩) U hU
    · exact averagedEnergy_invariant_of_equal w hw A U hU
    · have hU' : Uᴴ * U = 1 := mem_unitaryGroup_iff'.1 hU
      rw [Matrix.mul_smul, Matrix.smul_mul, mul_one, hU']
```

## All Hamiltonians

Here the quantifier over Hermitian `A` stands inside the left side, so the weights are tested against every Hamiltonian. The projector on state `i` is written as a diagonal matrix and shown to be Hermitian in `hP`. The preceding theorem then leaves two cases. Either the weights are equal, or the projector is scalar, in which case comparing its entries at `i` and `j` gives the contradiction $1=0$.

```lean
/-- The averaged energy is unchanged for every Hermitian Hamiltonian and every unitary
transformation of the averaged states if and only if all weights are equal. -/
theorem invariant_iff_equal_weights (w : n → ℝ) :
    (∀ A : Matrix n n ℂ, A.IsHermitian → ∀ U ∈ unitaryGroup n ℂ,
      averagedEnergy w (Uᴴ * A * U) = averagedEnergy w A) ↔ ∀ i j, w i = w j := by
  refine ⟨fun h i j => ?_, fun hw A _ U hU => averagedEnergy_invariant_of_equal w hw A U hU⟩
  by_cases hij : j = i
  · rw [hij]
  -- test with the projector on state `i`
  have hP : (diagonal fun k => if k = i then (1 : ℂ) else 0).IsHermitian := by
    unfold Matrix.IsHermitian
    rw [diagonal_conjTranspose]
    congr 1
    funext k
    by_cases hk : k = i <;> simp [hk]
  rcases (invariant_iff_equal_or_scalar w hP).1 (h _ hP) with hw | ⟨c, hc⟩
  · exact hw i j
  · have h1 := congrFun (congrFun hc i) i
    have h2 := congrFun (congrFun hc j) j
    simp only [diagonal_apply_eq, Matrix.smul_apply, Matrix.one_apply_eq, smul_eq_mul,
      mul_one, if_true, if_neg hij] at h1 h2
    exact absurd (h1.trans h2.symm) one_ne_zero
```

The theorem concerns mixing within a given set of orthonormal states. Orbital optimisation, and mixing with states that are not averaged, do not enter the model.

## The two-state formula

The last theorem is the rotation formula, again for any complex matrix. The hypothesis `h` is $c^2+s^2=1$, which makes the rotation preserve orthonormality. After the matrix products are expanded, `linear_combination` uses this relation at the point where the derivation by hand replaced $c^2-1$ by $-s^2$.

```lean
/-- A real rotation of two states, with cosine `c` and sine `s`, changes the averaged
energy by an amount proportional to the difference of the two weights. -/
theorem averagedEnergy_rotation (w : Fin 2 → ℝ) (A : Matrix (Fin 2) (Fin 2) ℂ)
    (c s : ℝ) (h : c ^ 2 + s ^ 2 = 1) :
    averagedEnergy w ((rotation c s)ᴴ * A * rotation c s) - averagedEnergy w A
      = ((w 0 : ℂ) - w 1) * (s ^ 2 * (A 1 1 - A 0 0) + c * s * (A 0 1 + A 1 0)) := by
  have h' : (c : ℂ) ^ 2 + (s : ℂ) ^ 2 = 1 := by exact_mod_cast h
  simp [averagedEnergy, rotation, Matrix.mul_apply, Fin.sum_univ_two]
  linear_combination ((w 0 : ℂ) * A 0 0 + w 1 * A 1 1) * h'

end

end StateAveraging
```

```lean
#print axioms StateAveraging.averagedEnergy_invariant_of_equal
#print axioms StateAveraging.invariant_iff_equal_weights
#print axioms StateAveraging.averagedEnergy_rotation
```

```
'StateAveraging.averagedEnergy_invariant_of_equal' depends on axioms: [propext, Classical.choice, Quot.sound]
'StateAveraging.invariant_iff_equal_weights' depends on axioms: [propext, Classical.choice, Quot.sound]
'StateAveraging.averagedEnergy_rotation' depends on axioms: [propext, Classical.choice, Quot.sound]
```
